# The symmetry (pq|rs) = (qp|rs) makes every factor of a real sum-of-squares two-electron tensor symmetric

## Real orbital rotations need symmetric factors

A real matrix that is not symmetric cannot be written as \(U\,\mathrm{diag}(d)\,U^T\) with \(U\) orthogonal, because that product is always symmetric. The double factorisation of the Coulomb operator considered here uses this form. It first splits the two-electron integrals into products of real matrices \(L_g\), then diagonalises each \(L_g\) by a real orbital rotation. The second step is impossible for a factor that is not symmetric.

Let \(p,q,r,s\) label finitely many real orbitals and let \(g\) run over a finite set of factors. Suppose

\[
V(pq,rs)=\sum_g L_g(p,q)\,L_g(r,s),\qquad L_g \text{ real}.
\]

For real orbitals the integral \((pq|rs)\) contains the product \(\phi_p(x)\phi_q(x)\), so it is unchanged under \(p\leftrightarrow q\). Below, exchange symmetry means this invariance of \(V\) under \(p\leftrightarrow q\) within one pair. It does not mean the exchange of the two electrons, \(V(pq,rs)=V(rs,pq)\), which holds for any real factors. The symmetry within a pair already forces every single factor to be symmetric.

## A vanishing sum of squares

Fix \(p\) and \(q\). Expanding the square gives

\[
\sum_g\bigl(L_g(p,q)-L_g(q,p)\bigr)^2
=\bigl[V(pq,pq)-V(qp,pq)\bigr]-\bigl[V(pq,qp)-V(qp,qp)\bigr].
\]

Each bracket is zero by the exchange symmetry. A sum of real squares vanishes only if every term does, so \(L_g(p,q)=L_g(q,p)\) for every \(g\). Conversely, symmetric factors plainly give a tensor with the exchange symmetry.

## From symmetric factors to squared number operators

By the spectral theorem there are an orthogonal \(U_g\) and real numbers \(d_{gi}\) with

\[
L_g(p,q)=\sum_i d_{gi}\,U_g(p,i)\,U_g(q,i).
\]

Let \(E_{pq}\) be one-body operators, for instance the fermionic excitation operators \(a_p^\dagger a_q\), and define \(n_{gi}=\sum_{pq}U_g(p,i)U_g(q,i)E_{pq}\). For the fermionic choice with orthonormal orbitals, \(n_{gi}\) is the number operator of the \(i\)-th rotated orbital. Reordering finite sums, without exchanging any operators, gives

\[
\sum_{pqrs}V(pq,rs)E_{pq}E_{rs}
=\sum_g\Bigl(\sum_{pq}L_g(p,q)E_{pq}\Bigr)^2
=\sum_g\Bigl(\sum_i d_{gi}\,n_{gi}\Bigr)^2 .
\]

In quantum simulation with a finite real orbital basis, this form lets each square be treated in a rotated basis where it is diagonal in the occupation numbers.

## Two orbitals and one factor

Take the single factor

\[
L=\begin{pmatrix}2&1\\1&2\end{pmatrix}.
\]

Its eigenvalues are \(3\) and \(1\), with normalised eigenvectors \((1,1)/\sqrt2\) and \((1,-1)/\sqrt2\). The rotated operators are \(n_\pm=\tfrac12\bigl(E_{11}+E_{22}\pm(E_{12}+E_{21})\bigr)\), and

\[
3n_++n_-=2(E_{11}+E_{22})+E_{12}+E_{21},
\]

which is the one-body operator with coefficients \(L\). The two-body operator is its square.

If the lower left entry of \(L\) is changed to \(0\), then \(V(12,12)=1\) but \(V(21,12)=0\): the asymmetry of the factor shows up in the tensor.

## What the Lean theorems say

The type `n` labels orbitals and `G` labels factors. `pairTensor L` is \(V\), with the index pairs ordered as in \((pq|rs)\). The operators `E p q` live in `A`, an arbitrary ring that is also an algebra over ℝ; no commutation relations are assumed. `twoBody` and `oneBody` are the quadratic and linear expressions in them, and `rotatedNumber (U g) E i` is \(n_{gi}\).

`exchange_iff_factors_symmetric` states the equivalence between exchange symmetry and symmetry of all factors. `double_factorisation` assumes the exchange symmetry and provides matrices `U g` and weights `d g` such that each `U g` is orthogonal, written `(U g)ᵀ * U g = 1`, each factor is diagonalised, and the operator identity holds. The same rotations and weights serve every choice of `E` in `A`.

The factorisation itself is given, not constructed. For exact Coulomb integrals over real orbitals its existence reflects the positivity of the Coulomb repulsion as a quadratic form in charge densities. If the factors only approximate the integrals, the exchange hypothesis concerns the approximate tensor. `twoBody` also leaves out the prefactor \(\tfrac12\) and the one-body term that arises when the normal-ordered Coulomb operator is rewritten through products \(E_{pq}E_{rs}\).

```lean
import Mathlib

open Matrix

namespace DoubleFactorisation

noncomputable section

variable {n G A : Type*} [Fintype n] [Fintype G] [Ring A] [Algebra ℝ A]

/-- The two-electron tensor `V(pq,rs) = ∑ g, L_g(p,q) L_g(r,s)` built from real factors. -/
def pairTensor (L : G → Matrix n n ℝ) (p q r s : n) : ℝ :=
  ∑ g, L g p q * L g r s

/-- The two-body operator `∑ V(pq,rs) E_pq E_rs` for one-body operators `E_pq`. -/
def twoBody (V : n → n → n → n → ℝ) (E : n → n → A) : A :=
  ∑ p, ∑ q, ∑ r, ∑ s, V p q r s • (E p q * E r s)

/-- The one-body operator `∑ M(p,q) E_pq` with coefficient matrix `M`. -/
def oneBody (M : Matrix n n ℝ) (E : n → n → A) : A :=
  ∑ p, ∑ q, M p q • E p q

/-- The operator `∑ U(p,i) U(q,i) E_pq` built from column `i` of the matrix `U`. -/
def rotatedNumber (U : Matrix n n ℝ) (E : n → n → A) (i : n) : A :=
  ∑ p, ∑ q, (U p i * U q i) • E p q

omit [Fintype n] in
/-- If the tensor is unchanged under exchange of `p` and `q`, every factor is symmetric. -/
theorem factor_symmetric (L : G → Matrix n n ℝ)
    (h : ∀ p q r s, pairTensor L p q r s = pairTensor L q p r s) (g : G) :
    (L g).IsSymm := by
  refine Matrix.IsSymm.ext fun q p => ?_
  -- antisymmetrising in both pairs produces a vanishing sum of squares
  have key : ∑ g, (L g p q - L g q p) ^ 2 = 0 := by
    have h1 := h p q p q
    have h2 := h p q q p
    simp only [pairTensor] at h1 h2
    have e : ∑ g, (L g p q - L g q p) ^ 2
        = (∑ g, L g p q * L g p q - ∑ g, L g q p * L g p q)
          - (∑ g, L g p q * L g q p - ∑ g, L g q p * L g q p) := by
      simp only [← Finset.sum_sub_distrib]
      exact Finset.sum_congr rfl fun g _ => by ring
    linarith
  have hg := (Finset.sum_eq_zero_iff_of_nonneg
    (fun g _ => sq_nonneg (L g p q - L g q p))).1 key g (Finset.mem_univ g)
  have h0 : L g p q - L g q p = 0 := by
    exact pow_eq_zero_iff (two_ne_zero) |>.1 hg
  linarith

omit [Fintype n] in
/-- The tensor is unchanged under exchange of `p` and `q` exactly when all factors are
symmetric. -/
theorem exchange_iff_factors_symmetric (L : G → Matrix n n ℝ) :
    (∀ p q r s, pairTensor L p q r s = pairTensor L q p r s) ↔ ∀ g, (L g).IsSymm := by
  refine ⟨factor_symmetric L, fun h p q r s => ?_⟩
  exact Finset.sum_congr rfl fun g _ => by rw [(h g).apply q p]

/-- A real symmetric matrix is diagonalised by an orthogonal matrix. -/
theorem orthogonal_diagonalisation [DecidableEq n] (M : Matrix n n ℝ) (hM : M.IsSymm) :
    ∃ (U : Matrix n n ℝ) (d : n → ℝ), Uᵀ * U = 1 ∧ M = U * diagonal d * Uᵀ := by
  have hH : M.IsHermitian := by
    rw [Matrix.IsHermitian, conjTranspose_eq_transpose_of_trivial]
    exact hM
  have hs : star (hH.eigenvectorUnitary : Matrix n n ℝ)
      = (hH.eigenvectorUnitary : Matrix n n ℝ)ᵀ := by
    rw [star_eq_conjTranspose, conjTranspose_eq_transpose_of_trivial]
  refine ⟨(hH.eigenvectorUnitary : Matrix n n ℝ), hH.eigenvalues, ?_, ?_⟩
  · rw [← hs]
    exact Matrix.mem_unitaryGroup_iff'.1 hH.eigenvectorUnitary.2
  · rw [← hs]
    have h := hH.spectral_theorem
    rw [Unitary.conjStarAlgAut_apply] at h
    exact h

/-- The two-body operator of a factorised tensor is a sum of squares of one-body operators. -/
theorem twoBody_eq_sum_sq (L : G → Matrix n n ℝ) (E : n → n → A) :
    twoBody (pairTensor L) E = ∑ g, oneBody (L g) E ^ 2 := by
  simp only [twoBody, pairTensor, oneBody, sq, Finset.sum_smul]
  simp only [Finset.sum_mul]
  simp only [Finset.mul_sum, smul_mul_smul_comm]
  symm
  -- move the sum over factors inside the four orbital sums
  refine Finset.sum_comm.trans (Finset.sum_congr rfl fun p _ => ?_)
  refine Finset.sum_comm.trans (Finset.sum_congr rfl fun q _ => ?_)
  refine Finset.sum_comm.trans (Finset.sum_congr rfl fun r _ => ?_)
  exact Finset.sum_comm

/-- A one-body operator with coefficient matrix `U diag(d) Uᵀ` is the combination of the
rotated operators with weights `d`. -/
theorem oneBody_diagonalised [DecidableEq n] (U : Matrix n n ℝ) (d : n → ℝ)
    (E : n → n → A) :
    oneBody (U * diagonal d * Uᵀ) E = ∑ i, d i • rotatedNumber U E i := by
  have entry : ∀ p q, (U * diagonal d * Uᵀ) p q = ∑ i, d i * (U p i * U q i) := by
    intro p q
    rw [Matrix.mul_apply]
    refine Finset.sum_congr rfl fun i _ => ?_
    rw [Matrix.mul_diagonal, Matrix.transpose_apply]
    ring
  simp only [oneBody, rotatedNumber, entry, Finset.sum_smul, Finset.smul_sum, smul_smul]
  symm
  refine Finset.sum_comm.trans (Finset.sum_congr rfl fun p _ => ?_)
  exact Finset.sum_comm

/-- Double factorisation: if the tensor is unchanged under exchange of `p` and `q`, each factor
is diagonalised by an orthogonal matrix, and the two-body operator is a sum over factors of
squared combinations of the rotated operators. -/
theorem double_factorisation [DecidableEq n] (L : G → Matrix n n ℝ)
    (h : ∀ p q r s, pairTensor L p q r s = pairTensor L q p r s) :
    ∃ (U : G → Matrix n n ℝ) (d : G → n → ℝ),
      (∀ g, (U g)ᵀ * U g = 1 ∧ L g = U g * diagonal (d g) * (U g)ᵀ) ∧
      ∀ E : n → n → A, twoBody (pairTensor L) E
        = ∑ g, (∑ i, d g i • rotatedNumber (U g) E i) ^ 2 := by
  choose U d hU hd using fun g =>
    orthogonal_diagonalisation (L g) (factor_symmetric L h g)
  refine ⟨U, d, fun g => ⟨hU g, hd g⟩, fun E => ?_⟩
  rw [twoBody_eq_sum_sq]
  refine Finset.sum_congr rfl fun g _ => ?_
  rw [← oneBody_diagonalised, ← hd g]

/-- The antisymmetric two-orbital matrix with entries `1` and `-1` off the diagonal. -/
def J (R : Type*) [CommRing R] : Matrix (Fin 2) (Fin 2) R := !![0, 1; -1, 0]

/-- With signs `+1` and `-1` in front of the terms, a real tensor can have the exchange symmetry
although its factors, both equal to `J`, are not symmetric. -/
theorem signed_counterexample :
    (∀ p q r s, ∑ g : Fin 2, (![1, -1] : Fin 2 → ℝ) g * (J ℝ p q * J ℝ r s)
      = ∑ g : Fin 2, (![1, -1] : Fin 2 → ℝ) g * (J ℝ q p * J ℝ r s)) ∧
    ¬ (J ℝ).IsSymm := by
  constructor
  · intro p q r s
    simp [Fin.sum_univ_two]
  · intro h
    have h1 := h.apply 0 1
    norm_num [J] at h1

/-- For complex factors multiplied without conjugation, the factors `J` and `iJ` give a tensor
with the exchange symmetry, although `J` is not symmetric. -/
theorem complex_counterexample :
    (∀ p q r s, J ℂ p q * J ℂ r s + (Complex.I • J ℂ) p q * (Complex.I • J ℂ) r s
      = J ℂ q p * J ℂ r s + (Complex.I • J ℂ) q p * (Complex.I • J ℂ) r s) ∧
    ¬ (J ℂ).IsSymm := by
  constructor
  · intro p q r s
    simp only [Matrix.smul_apply, smul_eq_mul]
    -- both sides vanish because the square of `i` is `-1`
    linear_combination (J ℂ p q * J ℂ r s - J ℂ q p * J ℂ r s) * Complex.I_sq
  · intro h
    have h1 := h.apply 0 1
    norm_num [J, Complex.ext_iff] at h1

end

end DoubleFactorisation
```

```lean
#print axioms DoubleFactorisation.twoBody_eq_sum_sq
-- 'DoubleFactorisation.twoBody_eq_sum_sq' depends on axioms: [propext, Classical.choice, Quot.sound]
#print axioms DoubleFactorisation.double_factorisation
-- 'DoubleFactorisation.double_factorisation' depends on axioms: [propext, Classical.choice, Quot.sound]
#print axioms DoubleFactorisation.signed_counterexample
-- 'DoubleFactorisation.signed_counterexample' depends on axioms: [propext, Classical.choice, Quot.sound]
#print axioms DoubleFactorisation.complex_counterexample
-- 'DoubleFactorisation.complex_counterexample' depends on axioms: [propext, Classical.choice, Quot.sound]
```

## How the proof follows the derivation

In `factor_symmetric`, `h1` and `h2` say that the two brackets above vanish. The identity `e` is the expansion of the square, checked term by term with `ring`, and `linarith` combines the three into `key`. The lemma `Finset.sum_eq_zero_iff_of_nonneg` then passes from the vanishing sum to each vanishing term.

`orthogonal_diagonalisation` turns real symmetry into Hermiticity and applies Mathlib's spectral theorem. Its eigenvector matrix is unitary; over ℝ the adjoint is the transpose, so the matrix is orthogonal.

`twoBody_eq_sum_sq` expands both sides and moves the sum over `g` through the orbital sums by repeated use of `Finset.sum_comm`. `oneBody_diagonalised` first computes the entries of \(U\,\mathrm{diag}(d)\,U^T\), then exchanges the sum over `i` with those over `p` and `q`. In `double_factorisation`, `choose` selects one rotation and one set of weights for each factor, and the two operator identities finish the argument.

## Signs and complex factors

The argument relies on a sum of real squares with positive signs. Two examples with the antisymmetric matrix

\[
J=\begin{pmatrix}0&1\\-1&0\end{pmatrix}
\]

show what can happen otherwise. In `signed_counterexample` both factors are \(J\), with signs \(+1\) and \(-1\). In `complex_counterexample` the factors are \(J\) and \(iJ\), where \(i\) is now the imaginary unit. They are multiplied without conjugation, and \(i^2=-1\) supplies the minus sign. In both cases the contributions cancel and the tensor is zero, so it has the exchange symmetry although \(J\) is not symmetric. For a factorisation that carries signs, or has complex factors of this kind, exchange symmetry of the tensor alone therefore does not guarantee symmetric factors.
